# The variance of a quantum expectation value over a weighted two-design

## When a correct average is not enough

Suppose that the normalised trace \(\operatorname{tr}A/n\) of an \(n\times n\) matrix \(A\) is to be estimated from expectation values \(\langle v,Av\rangle\) in randomly drawn unit vectors \(v\). Drawing basis vectors with equal probability gives the right mean for every \(A\). But let \(n\) be even and let \(A\) be diagonal, with half its entries \(+1\) and half \(-1\). Every draw returns \(+1\) or \(-1\), while the answer is \(0\). The variance is \(1\) however large \(n\) is, and every single draw misses the answer by \(1\).

The mean alone therefore does not tell us whether one state is representative. The variance does, and it is fixed by the second moments of the ensemble.

## Ensembles with uniform second moments

Take finitely many unit vectors \(v_k\in\mathbb C^n\), \(n\ge 1\), with real weights \(p_k\), and write \(P_k=v_kv_k^\dagger\) for the projectors. Let SWAP exchange the two factors of \(\mathbb C^n\otimes\mathbb C^n\). The ensemble is a weighted two-design if
\[
\sum_k p_k\,P_k\otimes P_k=\frac{1+\mathrm{SWAP}}{n(n+1)} .
\]
Physically, the ensemble has the same second moments as uniformly random pure states: no average quadratic in the projector can tell the two apart.

For Hermitian \(A\) the variance is then
\[
\operatorname{Var}=\frac{1}{n+1}\left[\frac{\operatorname{tr}A^2}{n}-\Big(\frac{\operatorname{tr}A}{n}\Big)^2\right].
\]
The bracket is the variance of the eigenvalues of \(A\), and averaging over a two-design divides it by \(n+1\). For the diagonal matrix above, this gives \(1/(n+1)\) instead of \(1\).

In some stochastic estimates of a density of states, such as the kernel polynomial method, \(A\) is a real polynomial in the Hamiltonian matrix. The formula gives the single-sample variance if the random vectors are drawn from an exact two-design.

## From the design identity to the variance

Write \(a_k=\langle v_k,Av_k\rangle\) and \(b_k=\langle v_k,Bv_k\rangle\) for arbitrary complex matrices \(A,B\). Two trace identities are needed. The first is
\[
\operatorname{tr}(AP_k)=\sum_{ij}A_{ij}(v_k)_j\overline{(v_k)_i}=a_k .
\]
For the second, SWAP has the element \(\delta_{cb}\delta_{da}\) in row \((c,d)\) and column \((a,b)\), so
\[
\operatorname{tr}\big((A\otimes B)\,\mathrm{SWAP}\big)=\sum_{abcd}A_{ac}B_{bd}\,\delta_{cb}\delta_{da}=\sum_{ab}A_{ab}B_{ba}=\operatorname{tr}(AB).
\]

Multiply the design identity by \(A\otimes B\) and take the trace. On the left, \(\operatorname{tr}(AP_k\otimes BP_k)=a_kb_k\), hence
\[
\sum_k p_k a_kb_k=\frac{\operatorname{tr}A\,\operatorname{tr}B+\operatorname{tr}(AB)}{n(n+1)} .
\]

Now set \(B=1\). Unit norm gives \(b_k=1\), and the right side becomes \((n+1)\operatorname{tr}A/(n(n+1))\). The mean is therefore \(m=\operatorname{tr}A/n\). With \(A=1\) as well, \(\sum_kp_k=1\).

Since \(\overline{a_k}=\langle v_k,A^\dagger v_k\rangle\), the second moment with \(A^\dagger\) and \(A\) gives
\[
\begin{aligned}
\sum_kp_k|a_k-m|^2&=\sum_kp_k\overline{a_k}a_k-m\sum_kp_k\overline{a_k}-\overline m\sum_kp_ka_k+|m|^2\sum_kp_k\\
&=\frac{n^2|m|^2+\operatorname{tr}(A^\dagger A)}{n(n+1)}-|m|^2
=\frac{1}{n+1}\left[\frac{\operatorname{tr}(A^\dagger A)}{n}-|m|^2\right].
\end{aligned}
\]
For Hermitian \(A\), \(A^\dagger=A\) and \(m\) is real, which gives the formula above.

If all \(p_k\ge0\), Chebyshev's argument applies for any \(\varepsilon>0\):
\[
\varepsilon^2\sum_{|a_k-m|\ge\varepsilon}p_k\le\sum_{|a_k-m|\ge\varepsilon}p_k|a_k-m|^2\le\operatorname{Var}.
\]
This is typicality: when the variance is small compared with \(\varepsilon^2\), most of the weight lies on states whose expectation value is within \(\varepsilon\) of \(\operatorname{tr}A/n\).

## Six qubit states, and two that are not enough

The six eigenstates of the Pauli matrices, each with weight \(1/6\), form a two-design for \(n=2\). Take
\[
A=\begin{pmatrix}2&1\\1&0\end{pmatrix}=1+\sigma_x+\sigma_z .
\]
The expectation values are \(2,0\) in the \(\sigma_z\) eigenstates, \(2,0\) in those of \(\sigma_x\) and \(1,1\) in those of \(\sigma_y\). The mean is \(1\) and the variance is \(4/6=2/3\). The formula agrees: \(\operatorname{tr}A^2=6\) and \(\operatorname{tr}A=2\), so it gives \((3-1)/3=2/3\).

Now keep only the two \(\sigma_z\) eigenstates, with weight \(1/2\) each. They are unit vectors, the weights sum to one, and the mean is \(\operatorname{tr}A/2\) for every \(A\). Yet for \(A=\sigma_z\) the variance is \(1\), where the formula would give \(1/3\). Unit norm and correct means are thus not sufficient without the second-moment identity.

## The statement in Lean

In the code `n` is the finite type of basis indices, and the dimension written \(n\) above is `Fintype.card n`; `Nonempty n` makes it at least one. The type `ι` labels the states, `p` holds the real weights and `v` the component vectors. `dyad` is \(vv^\dagger\), `swapOp n` is SWAP, `⊗ₖ` is the Kronecker product and `Aᴴ` is \(A^\dagger\). `expVal` conjugates the left vector.

`IsTwoDesign` contains unit norm and the design identity. Unlike the usual definition, it allows negative weights; only `typicality` asks for `0 ≤ p k`. `variance` measures deviations from the ensemble's own mean, whose value is derived. It is a real number, cast to ℂ in `variance_general` and `variance_hermitian` because the traces there are complex.

The ensemble is finite and the identity exact. What remains to be justified in an application is that the vectors delivered by a random-number generator or a quantum circuit really follow such a distribution.

```lean
import Mathlib

open Matrix
open scoped Kronecker

namespace TwoDesignTypicality

noncomputable section

/-- The matrix `x x*` of a vector `x`; it is a projector when `x` is a unit vector. -/
def dyad {n : Type*} (x : n → ℂ) : Matrix n n ℂ := Matrix.vecMulVec x (star x)

/-- The operator SWAP, which exchanges the two factors of the doubled space. -/
def swapOp (n : Type*) [DecidableEq n] : Matrix (n × n) (n × n) ℂ :=
  Matrix.of fun x y => if x.1 = y.2 ∧ x.2 = y.1 then 1 else 0

variable {ι n : Type*} [Fintype ι] [Fintype n]

/-- The number `⟨x, A x⟩`, which is the expectation value of `A` when `x` is a unit vector. -/
def expVal (A : Matrix n n ℂ) (x : n → ℂ) : ℂ := star x ⬝ᵥ (A *ᵥ x)

/-- The variance of `⟨v, A v⟩` over the ensemble: the weighted sum of the squared modulus of
its deviation from the ensemble mean. -/
def variance (p : ι → ℝ) (v : ι → n → ℂ) (A : Matrix n n ℂ) : ℝ :=
  ∑ k, p k * ‖expVal A (v k) - ∑ j, (p j : ℂ) * expVal A (v j)‖ ^ 2

/-- A weighted two-design in dimension `n ≥ 1`, with real weights of either sign: unit vectors whose
doubled projectors average to `(1 + SWAP) / (n (n + 1))`. -/
structure IsTwoDesign [DecidableEq n] [Nonempty n] (p : ι → ℝ) (v : ι → n → ℂ) : Prop where
  unit : ∀ k, star (v k) ⬝ᵥ v k = 1
  second : ∑ k, (p k : ℂ) • (dyad (v k) ⊗ₖ dyad (v k)) =
    ((Fintype.card n : ℂ) * ((Fintype.card n : ℂ) + 1))⁻¹ • (1 + swapOp n)

/-- For any matrix `A` and vector `x`, the trace of `A` times `x x*` is `⟨x, A x⟩`. -/
theorem trace_mul_dyad (A : Matrix n n ℂ) (x : n → ℂ) :
    (A * dyad x).trace = expVal A x := by
  simp only [expVal, dyad, Matrix.trace, Matrix.diag_apply, Matrix.mul_apply,
    Matrix.vecMulVec_apply, dotProduct, Matrix.mulVec, Finset.mul_sum, Pi.star_apply]
  exact Finset.sum_congr rfl fun i _ => Finset.sum_congr rfl fun j _ => by ring

/-- Complex conjugation of an expectation value replaces the matrix by its adjoint. -/
theorem star_expVal (A : Matrix n n ℂ) (x : n → ℂ) :
    star (expVal A x) = expVal Aᴴ x := by
  simp only [expVal, dotProduct, Matrix.mulVec, Finset.mul_sum, star_sum, star_mul',
    star_star, Matrix.conjTranspose_apply, Pi.star_apply]
  rw [Finset.sum_comm]
  exact Finset.sum_congr rfl fun i _ => Finset.sum_congr rfl fun j _ => by ring

variable [DecidableEq n]

/-- The swap trick: tracing `A ⊗ B` against SWAP gives the trace of the product `A B`. -/
theorem trace_kronecker_mul_swap (A B : Matrix n n ℂ) :
    ((A ⊗ₖ B) * swapOp n).trace = (A * B).trace := by
  simp only [Matrix.trace, Matrix.diag_apply, Matrix.mul_apply, Fintype.sum_prod_type,
    Matrix.kroneckerMap_apply, swapOp, Matrix.of_apply]
  refine Finset.sum_congr rfl fun a _ => Finset.sum_congr rfl fun b _ => ?_
  -- only the exchanged pair of indices survives
  refine (Finset.sum_eq_single b ?_ ?_).trans ((Finset.sum_eq_single a ?_ ?_).trans ?_)
  · intro c _ hc
    simp [hc]
  · intro h
    exact absurd (Finset.mem_univ _) h
  · intro d _ hd
    simp [hd]
  · intro h
    exact absurd (Finset.mem_univ _) h
  · simp

variable [Nonempty n] {p : ι → ℝ} {v : ι → n → ℂ}

/-- Over a two-design, the mean of `⟨v, A v⟩ ⟨v, B v⟩` is
`(tr A tr B + tr (A B)) / (n (n + 1))`. -/
theorem second_moment (h : IsTwoDesign p v) (A B : Matrix n n ℂ) :
    ∑ k, (p k : ℂ) * (expVal A (v k) * expVal B (v k)) =
      (A.trace * B.trace + (A * B).trace) /
        ((Fintype.card n : ℂ) * ((Fintype.card n : ℂ) + 1)) := by
  -- trace the design identity against `A ⊗ B`
  have key := congrArg (fun M => ((A ⊗ₖ B) * M).trace) h.second
  simp only [Finset.mul_sum, Matrix.trace_sum, Matrix.mul_smul, Matrix.trace_smul,
    ← Matrix.mul_kronecker_mul, Matrix.trace_kronecker, trace_mul_dyad, Matrix.mul_add,
    Matrix.mul_one, Matrix.trace_add, trace_kronecker_mul_swap, smul_eq_mul] at key
  rw [key, div_eq_inv_mul]

/-- Over a two-design, the mean of `⟨v, A v⟩` is the normalised trace `tr A / n`. -/
theorem mean_eq (h : IsTwoDesign p v) (A : Matrix n n ℂ) :
    ∑ k, (p k : ℂ) * expVal A (v k) = A.trace / (Fintype.card n : ℂ) := by
  have hN : (Fintype.card n : ℂ) ≠ 0 := Nat.cast_ne_zero.mpr Fintype.card_ne_zero
  have hN1 : (Fintype.card n : ℂ) + 1 ≠ 0 := Nat.cast_add_one_ne_zero _
  have h1 : ∀ k, expVal (1 : Matrix n n ℂ) (v k) = 1 := fun k => by
    rw [expVal, Matrix.one_mulVec, h.unit k]
  have key := second_moment h A 1
  simp only [h1, mul_one, Matrix.trace_one] at key
  rw [key, div_eq_div_iff (mul_ne_zero hN hN1) hN]
  ring

/-- The weights of a two-design sum to one. -/
theorem sum_weights (h : IsTwoDesign p v) : ∑ k, (p k : ℂ) = 1 := by
  have hN : (Fintype.card n : ℂ) ≠ 0 := Nat.cast_ne_zero.mpr Fintype.card_ne_zero
  have key := mean_eq h 1
  simp only [expVal, Matrix.one_mulVec, h.unit, mul_one, Matrix.trace_one] at key
  rw [key, div_self hN]

/-- For any complex matrix `A`, the variance of `⟨v, A v⟩` over a two-design is
`(tr (A† A) / n - |tr A / n|²) / (n + 1)`. -/
theorem variance_general (h : IsTwoDesign p v) (A : Matrix n n ℂ) :
    (variance p v A : ℂ) =
      ((Aᴴ * A).trace / (Fintype.card n : ℂ) -
        (‖A.trace / (Fintype.card n : ℂ)‖ : ℂ) ^ 2) / ((Fintype.card n : ℂ) + 1) := by
  have hN : (Fintype.card n : ℂ) ≠ 0 := Nat.cast_ne_zero.mpr Fintype.card_ne_zero
  have hN1 : (Fintype.card n : ℂ) + 1 ≠ 0 := Nat.cast_add_one_ne_zero _
  -- expand the squared modulus of the deviation from a fixed number `m`
  have hterm : ∀ (m : ℂ) (k : ι), ((p k * ‖expVal A (v k) - m‖ ^ 2 : ℝ) : ℂ) =
      (p k : ℂ) * (expVal Aᴴ (v k) * expVal A (v k)) - m * ((p k : ℂ) * expVal Aᴴ (v k))
        - star m * ((p k : ℂ) * expVal A (v k)) + star m * m * (p k : ℂ) := by
    intro m k
    rw [← star_expVal, Complex.ofReal_mul, Complex.ofReal_pow, ← Complex.conj_mul', map_sub]
    simp only [starRingEnd_apply]
    ring
  have hs : star (A.trace / (Fintype.card n : ℂ)) =
      star A.trace / (Fintype.card n : ℂ) := by simp
  rw [variance, mean_eq h A, Complex.ofReal_sum, Finset.sum_congr rfl fun k _ => hterm _ k,
    Finset.sum_add_distrib, Finset.sum_sub_distrib, Finset.sum_sub_distrib,
    ← Finset.mul_sum, ← Finset.mul_sum, ← Finset.mul_sum, second_moment h, mean_eq h,
    mean_eq h, sum_weights h, ← Complex.conj_mul', starRingEnd_apply, hs,
    Matrix.trace_conjTranspose]
  field_simp
  ring

/-- For Hermitian `A`, the variance of `⟨v, A v⟩` over a two-design is
`(tr (A²) / n - (tr A / n)²) / (n + 1)`. -/
theorem variance_hermitian (h : IsTwoDesign p v) {A : Matrix n n ℂ} (hA : A.IsHermitian) :
    (variance p v A : ℂ) =
      ((A * A).trace / (Fintype.card n : ℂ) - (A.trace / (Fintype.card n : ℂ)) ^ 2) /
        ((Fintype.card n : ℂ) + 1) := by
  -- the trace of a Hermitian matrix is real
  have ht : star A.trace = A.trace := by rw [← Matrix.trace_conjTranspose, hA.eq]
  have hs : star (A.trace / (Fintype.card n : ℂ)) = A.trace / (Fintype.card n : ℂ) := by
    rw [star_div₀, ht, star_natCast]
  rw [variance_general h, hA.eq, ← Complex.conj_mul', starRingEnd_apply, hs, sq]

/-- Typicality: in a two-design with nonnegative weights, the total weight of the states whose
expectation value differs from `tr A / n` by at least `ε > 0` is at most
`(tr (A† A) / n - |tr A / n|²) / ((n + 1) ε²)`. -/
theorem typicality (h : IsTwoDesign p v) (hp : ∀ k, 0 ≤ p k) (A : Matrix n n ℂ)
    {ε : ℝ} (hε : 0 < ε) :
    ∑ k with ε ≤ ‖expVal A (v k) - A.trace / (Fintype.card n : ℂ)‖, p k ≤
      ((Aᴴ * A).trace.re / (Fintype.card n : ℝ) - ‖A.trace / (Fintype.card n : ℂ)‖ ^ 2) /
        (((Fintype.card n : ℝ) + 1) * ε ^ 2) := by
  have hre := congrArg Complex.re (variance_general h A)
  rw [show (Fintype.card n : ℂ) + 1 = (((Fintype.card n : ℝ) + 1 : ℝ) : ℂ) by push_cast; rfl,
    Complex.div_ofReal_re, Complex.sub_re, Complex.div_natCast_re, ← Complex.ofReal_pow,
    Complex.ofReal_re, Complex.ofReal_re] at hre
  rw [← div_div, ← hre, le_div_iff₀ (by positivity), Finset.sum_mul, variance, mean_eq h A]
  -- Chebyshev: keep only the large deviations
  refine (Finset.sum_le_sum fun k hk => ?_).trans
    (Finset.sum_le_sum_of_subset_of_nonneg (Finset.filter_subset _ _)
      fun k _ _ => mul_nonneg (hp k) (sq_nonneg _))
  have hk' := (Finset.mem_filter.mp hk).2
  exact mul_le_mul_of_nonneg_left (pow_le_pow_left₀ hε.le hk' 2) (hp k)

/-- The six normalised eigenvectors of the three Pauli matrices, with phases chosen so that
all components have rational real and imaginary parts. -/
def pauliStates : Fin 6 → Fin 2 → ℂ :=
  ![![1, 0], ![0, 1],
    ![⟨1/2, 1/2⟩, ⟨1/2, 1/2⟩], ![⟨1/2, 1/2⟩, ⟨-1/2, -1/2⟩],
    ![⟨1/2, 1/2⟩, ⟨-1/2, 1/2⟩], ![⟨1/2, 1/2⟩, ⟨1/2, -1/2⟩]]

/-- The six Pauli eigenstates with equal weights `1/6` form a two-design for a qubit. -/
theorem isTwoDesign_witness : IsTwoDesign (fun _ : Fin 6 => (1 / 6 : ℝ)) pauliStates where
  unit := by
    intro k
    fin_cases k <;>
      simp [pauliStates, dotProduct, Fin.sum_univ_two, Complex.ext_iff] <;> norm_num
  second := by
    have hc : ((Fintype.card (Fin 2) : ℂ) * ((Fintype.card (Fin 2) : ℂ) + 1))⁻¹ =
        ((1 / 6 : ℝ) : ℂ) := by
      rw [Fintype.card_fin]
      push_cast
      norm_num
    rw [hc, ← Finset.smul_sum]
    congr 1
    -- compare the sixteen matrix elements
    ext ⟨i, j⟩ ⟨k, l⟩
    fin_cases i <;> fin_cases j <;> fin_cases k <;> fin_cases l <;>
      simp [pauliStates, swapOp, dyad, Matrix.vecMulVec_apply, Matrix.sum_apply,
        Fin.sum_univ_six, Complex.ext_iff] <;> norm_num

end

end TwoDesignTypicality
```

```lean
#print axioms TwoDesignTypicality.variance_hermitian
#print axioms TwoDesignTypicality.typicality
```

```
'TwoDesignTypicality.variance_hermitian' depends on axioms: [propext, Classical.choice, Quot.sound]
'TwoDesignTypicality.typicality' depends on axioms: [propext, Classical.choice, Quot.sound]
```

## From traces to typicality in the code

`trace_mul_dyad` and `star_expVal` write out the sums for \(\operatorname{tr}(AP_k)=a_k\) and \(\overline{a_k}=\langle v_k,A^\dagger v_k\rangle\). In `trace_kronecker_mul_swap`, two uses of `Finset.sum_eq_single` play the part of the Kronecker deltas: the first sets \(c=b\), the second \(d=a\).

`second_moment` applies the map \(M\mapsto\operatorname{tr}((A\otimes B)M)\) to both sides of the design identity through `congrArg`. The following `simp only` moves the trace through the sum and factorises it on Kronecker products. `mean_eq` is the case \(B=1\), where `h1` records that the identity has expectation value one, and `sum_weights` is the further case \(A=1\).

In `variance_general`, `hterm` expands the squared modulus for one state and an arbitrary number \(m\). The long `rw` puts in the mean, splits the sum into its four parts and evaluates each by the earlier lemmas; `field_simp` and `ring` do the remaining algebra. `variance_hermitian` then replaces \(A^\dagger\) by \(A\) and uses that the trace of a Hermitian matrix is real.

`typicality` takes the real part of the general formula and multiplies through by \(\varepsilon^2\). Its two inequalities are those of Chebyshev's argument: `Finset.sum_le_sum` compares \(\varepsilon^2\) with each large squared deviation, and `Finset.sum_le_sum_of_subset_of_nonneg` restores the discarded states. Both steps use that the weights are nonnegative.

Finally, `isTwoDesign_witness` confirms that the six qubit states satisfy the definition, by checking each norm and comparing all sixteen matrix elements of the identity. The phases in `pauliStates` avoid square roots: the \(+1\) eigenvector of \(\sigma_x\), for instance, has both components equal to \((1+i)/2\), and is normalised.
